# On a Finite Acyclic Graph, All Nonzero Bond Weights Give the Same Number of Non-Bonding Orbitals

Stretching or shortening the bonds of an acyclic conjugated molecule does not change its number of non-bonding π orbitals, in a Hückel model with equal site energies and couplings between bonded atoms only, as long as no coupling vanishes. The reason is a factorisation of the matrix of couplings W:

W = D A D

Here A is the adjacency matrix, with entry 1 for each bonded pair of atoms and 0 otherwise, and D is a diagonal matrix with nonzero entries. For real couplings D can be chosen real too, whatever their signs.

## Absorbing the bond weights into atomic scales

Let w(ij) be the weight of the bond between atoms i and j, which is the resonance integral usually written β_ij. With energies measured from the common site energy α, the Hückel matrix is W, with W_ij = w(ij) on bonds and 0 elsewhere. A non-bonding orbital is a nonzero vector of amplitudes ψ with Wψ = 0, and the number of non-bonding orbitals means the number of linearly independent ones, which is the dimension of the space of solutions.

The condition w(ij) ≠ 0 says that every bond really couples its two atoms. It fails, for instance, when a twist by 90° switches off the π overlap.

We look for nonzero numbers d_i, one for each atom, with

w(ij) = d_i d_j on every bond.

We prove slightly more: the value at one chosen atom r can be prescribed as any nonzero c. The argument is by induction on the number of bonds. If there are none, set every d_i = c.

Otherwise remove one bond. Since the graph has no cycle, the two ends of this bond are no longer connected. At least one end is therefore separated from r. Call that end v and the other end u. The remaining graph has fewer bonds, so the induction hypothesis applies to it, and we use it twice:

- The first use gives scales d¹ with d¹_r = c.
- The second use gives scales d² with d²_v = w(uv) / d¹_u.

Now take d = d² on the fragment that contains v and d = d¹ on all other atoms. The removed bond gets its weight back:

d_u d_v = d¹_u · w(uv) / d¹_u = w(uv)

Every other bond has both ends inside the fragment of v or both outside it, so its weight is correct by the choice of d² or d¹. The atom r lies outside the fragment of v, hence d_r = c. This completes the induction, and no square root has been taken.

## From the factorisation to the orbital count

Let D be the diagonal matrix with entries d_i. Then

(D A D)_ij = d_i A_ij d_j

which is w(ij) on a bond and 0 elsewhere, so W = D A D. Since D is invertible,

D A D ψ = 0 exactly when A (Dψ) = 0.

The map ψ ↦ Dψ thus carries the non-bonding space of W onto that of A, and the two have equal dimension. The same follows from ranks: invertible factors leave the rank unchanged, and the dimension of the non-bonding space is the number of atoms minus the rank.

The map can change the relative amplitudes, so a non-bonding orbital generally has a different shape for different weights, and Dψ generally has to be normalised afresh.

## A four-membered ring behaves differently

Number the atoms of a ring 0, 1, 2, 3. Give the bond 0–1 the weight t and the other three bonds the weight 1. The equations for a non-bonding orbital are

t ψ_1 + ψ_3 = 0
t ψ_0 + ψ_2 = 0
ψ_1 + ψ_3 = 0
ψ_0 + ψ_2 = 0

Subtracting the third from the first gives (t − 1) ψ_1 = 0, and subtracting the fourth from the second gives (t − 1) ψ_0 = 0. For t ≠ 1 all four amplitudes vanish, and there is no non-bonding orbital. For t = 1 the normalised vector (1, 0, −1, 0)/√2 is one.

Taking t positive and different from 1, we see that the result does not extend to all finite graphs, nor even to all bipartite graphs with positive weights.

## Atoms, weights and the orbital count in Lean

The type `V` is the finite set of atoms, and `K` is the field of weights and amplitudes. For the Hückel model `K` is the real numbers, but the argument uses only field operations.

```lean
import Mathlib

open Matrix

namespace NonbondingForest

variable {V K : Type*} [Fintype V] [DecidableEq V] [Field K]
```

The weight function `w` takes an unordered pair of atoms, written `s(i, j)`, so the matrix is symmetric by construction. Values of `w` on pairs that are not bonded play no role. Over the complex numbers this describes symmetric matrices, not Hermitian ones with complex phases.

```lean
/-- The weighted adjacency matrix: the entry between two bonded atoms is the weight of
their bond, and all other entries vanish. -/
def bondMatrix (G : SimpleGraph V) [DecidableRel G.Adj] (w : Sym2 V → K) : Matrix V V K :=
  Matrix.of fun i j => if G.Adj i j then w s(i, j) else 0
```

The diagonal of `bondMatrix` is zero. This is where equal site energies enter: that the Hamiltonian of a given molecule has the form α times the identity plus such a matrix is a physical assumption, which no hypothesis below supplies. Heteroatoms or couplings between non-bonded atoms generally violate it.

Next comes the count. `M.mulVecLin` is the linear map ψ ↦ Mψ, and `nonbondingCount` is the dimension of its kernel. It counts spatial orbitals, without a factor for spin.

```lean
/-- The number of non-bonding orbitals: the dimension of the space of amplitudes that the
matrix sends to zero. -/
noncomputable def nonbondingCount (M : Matrix V V K) : ℕ :=
  Module.finrank K (LinearMap.ker M.mulVecLin)
```

## The atomic scales, by cutting one bond

The hypothesis `G.IsAcyclic` excludes cycles but does not require the graph to be connected. The conclusion provides a function `d` with no zero values, the prescribed value `c` at `r`, and the product rule on every bond. The quantifiers over `r` and `c` stand after the colon so that the induction hypothesis is available for every root and every value, as its second use demands.

```lean
omit [DecidableEq V] in
/-- On a finite acyclic graph with nonzero bond weights, each atom can be given a nonzero
scale so that every bond weight is the product of the scales of its two atoms. The scale of
one atom `r` can be prescribed as any nonzero `c`. -/
theorem exists_atom_scales (G : SimpleGraph V) (hG : G.IsAcyclic) (w : Sym2 V → K)
    (hw : ∀ i j, G.Adj i j → w s(i, j) ≠ 0) :
    ∀ (r : V) (c : K), c ≠ 0 → ∃ d : V → K, (∀ i, d i ≠ 0) ∧ d r = c ∧
      ∀ i j, G.Adj i j → w s(i, j) = d i * d j := by
  classical
  have : Finite (SimpleGraph V) :=
    Finite.of_injective (fun H : SimpleGraph V => H.Adj) (fun _ _ h => SimpleGraph.ext h)
  induction G using WellFoundedLT.induction with
  | _ G ih =>
    intro r c hc
    by_cases hE : ∃ a b, G.Adj a b
    swap
    · exact ⟨fun _ => c, fun _ => hc, rfl, fun i j h => (hE ⟨i, j, h⟩).elim⟩
    obtain ⟨a, b, hab⟩ := hE
    -- cut the bond between a and b
    obtain ⟨G', hG'⟩ : ∃ H, H = G.deleteEdges {s(a, b)} := ⟨_, rfl⟩
    have hAdj : ∀ i j, G'.Adj i j ↔ G.Adj i j ∧ s(i, j) ≠ s(a, b) := by
      intro i j
      simp [hG', SimpleGraph.deleteEdges_adj]
    have hle : G' ≤ G := fun i j h => ((hAdj i j).1 h).1
    have hlt : G' < G := by
      refine lt_of_le_of_ne hle fun h => ?_
      have h' : G'.Adj a b := by rw [h]; exact hab
      exact ((hAdj a b).1 h').2 rfl
    have hb : ¬ G'.Reachable a b := by
      have h := SimpleGraph.isAcyclic_iff_forall_adj_isBridge.mp hG hab
      simp only [SimpleGraph.isBridge_iff] at h
      rw [hG']
      exact h
    have ih' := ih G' hlt (fun x p hp => hG (p.mapLe hle) (hp.mapLe hle))
      (fun i j h => hw i j (hle h))
    -- scale the fragment of v so that the cut bond gets its weight back
    have glue : ∀ u v, s(u, v) = s(a, b) → ¬ G'.Reachable v u → ¬ G'.Reachable v r →
        ∃ d : V → K, (∀ i, d i ≠ 0) ∧ d r = c ∧
          ∀ i j, G.Adj i j → w s(i, j) = d i * d j := by
      intro u v he hvu hvr
      obtain ⟨d1, h1, h1r, h1w⟩ := ih' r c hc
      obtain ⟨d2, h2, h2v, h2w⟩ :=
        ih' v (w s(a, b) / d1 u) (div_ne_zero (hw a b hab) (h1 u))
      have hvv : G'.Reachable v v := SimpleGraph.Reachable.refl v
      have hval : w s(a, b) = d1 u * d2 v := by
        have := h1 u
        rw [h2v]
        field_simp
      refine ⟨fun x => if G'.Reachable v x then d2 x else d1 x, fun x => ?_, ?_,
        fun i j hij => ?_⟩
      · dsimp only
        split_ifs
        exacts [h2 x, h1 x]
      · simp only [if_neg hvr, h1r]
      · by_cases h : s(i, j) = s(a, b)
        · rw [← he] at h
          rcases Sym2.eq_iff.mp h with ⟨hi, hj⟩ | ⟨hi, hj⟩
          · simp only [hi, hj, he, if_neg hvu, if_pos hvv]
            exact hval
          · have hs : s(v, u) = s(a, b) := Sym2.eq_swap.trans he
            simp only [hi, hj, hs, if_neg hvu, if_pos hvv]
            exact hval.trans (mul_comm _ _)
        · have h' : G'.Adj i j := (hAdj i j).2 ⟨hij, h⟩
          by_cases q : G'.Reachable v i
          · have q' : G'.Reachable v j := q.trans h'.reachable
            simp only [if_pos q, if_pos q']
            exact h2w i j h'
          · have q' : ¬ G'.Reachable v j := fun p => q (p.trans h'.symm.reachable)
            simp only [if_neg q, if_neg q']
            exact h1w i j h'
    -- take as v an end of the cut bond that is separated from r
    by_cases hr : G'.Reachable b r
    · exact glue b a Sym2.eq_swap hb (fun q => hb (q.trans hr.symm))
    · exact glue a b rfl (fun q => hb q.symm) hr
```

The induction runs over graphs on the same atoms, ordered by inclusion of bonds, in place of a count of bonds. `G'` is the graph with the bond between `a` and `b` removed, and `hlt` records that it is strictly smaller. The statement `hb` says that `a` and `b` are disconnected in `G'`; it comes from Mathlib's characterisation of acyclic graphs as those in which every bond is a bridge.

The block `glue` is the joining step. It obtains `d1` and `d2` from the induction hypothesis and defines the combined scale by whether an atom is reachable from `v` in `G'`. The equation `hval` restores the weight of the cut bond. The remaining cases treat the bonds that survive the cut, whose two ends are either both reachable from `v` or both not. The last lines choose `v`: it is `a` if `b` is still connected to `r`, and `b` otherwise.

## The matrix identity

The next theorem turns the scales into W = D A D, where `diagonal d` is D and `G.adjMatrix K` is A.

```lean
/-- For a finite acyclic graph with nonzero bond weights, the weighted adjacency matrix is
`D A D`, with `A` the unweighted adjacency matrix and `D` diagonal with nonzero entries. -/
theorem bondMatrix_eq_diagonal_mul (G : SimpleGraph V) [DecidableRel G.Adj]
    (hG : G.IsAcyclic) (w : Sym2 V → K) (hw : ∀ i j, G.Adj i j → w s(i, j) ≠ 0) :
    ∃ d : V → K, (∀ i, d i ≠ 0) ∧
      bondMatrix G w = diagonal d * G.adjMatrix K * diagonal d := by
  rcases isEmpty_or_nonempty V with hV | ⟨⟨r⟩⟩
  · exact ⟨fun _ => 1, fun _ => one_ne_zero, by ext i; exact hV.elim i⟩
  obtain ⟨d, hd, -, h⟩ := exists_atom_scales G hG w hw r 1 one_ne_zero
  refine ⟨d, hd, ?_⟩
  ext i j
  rw [Matrix.mul_diagonal, Matrix.diagonal_mul, SimpleGraph.adjMatrix_apply]
  by_cases hij : G.Adj i j
  · simp [bondMatrix, hij, h i j hij]
  · simp [bondMatrix, hij]
```

If there are no atoms, there is no `r` to choose and the identity is trivial, so this case is handled first. Otherwise the scales are taken with value 1 at some atom, and the matrices are compared entry by entry, with separate cases for bonded and non-bonded pairs.

## Rescaled orbitals and equal kernel dimensions

In the next two theorems the letter `A` stands for any square matrix, not just an adjacency matrix. The first states the correspondence between ψ and Dψ; the symbol `*ᵥ` is the product of a matrix with a vector.

```lean
/-- Let `D` be the diagonal matrix with entries `d i`, all nonzero. Then `D A D` sends `ψ` to zero
exactly when `A` sends the rescaled amplitudes `d i * ψ i` to zero. -/
theorem nonbonding_rescale (A : Matrix V V K) (d : V → K) (hd : ∀ i, d i ≠ 0) (ψ : V → K) :
    (diagonal d * A * diagonal d) *ᵥ ψ = 0 ↔ A *ᵥ (fun i => d i * ψ i) = 0 := by
  have h : diagonal d *ᵥ ψ = fun i => d i * ψ i := by
    ext i
    rw [Matrix.mulVec_diagonal]
  rw [← Matrix.mulVec_mulVec, ← Matrix.mulVec_mulVec, h]
  simp only [funext_iff, Matrix.mulVec_diagonal, Pi.zero_apply, mul_eq_zero, hd, false_or]
```

The proof applies the three factors to ψ one after another. The outer factor multiplies each component by a nonzero `d i`, which does not affect whether that component vanishes.

The equality of dimensions is proved through ranks.

```lean
/-- Multiplying a matrix on both sides by a diagonal matrix with nonzero entries leaves the
number of non-bonding orbitals unchanged. -/
theorem nonbondingCount_rescale (A : Matrix V V K) (d : V → K) (hd : ∀ i, d i ≠ 0) :
    nonbondingCount (diagonal d * A * diagonal d) = nonbondingCount A := by
  have hu : IsUnit (diagonal d).det := by
    rw [Matrix.det_diagonal]
    exact (Finset.prod_ne_zero_iff.mpr fun i _ => hd i).isUnit
  have hrank : (diagonal d * A * diagonal d).rank = A.rank := by
    rw [Matrix.rank_mul_eq_left_of_isUnit_det _ _ hu,
      Matrix.rank_mul_eq_right_of_isUnit_det _ _ hu]
  -- equal ranks give equal kernel dimensions
  have h1 := LinearMap.finrank_range_add_finrank_ker (diagonal d * A * diagonal d).mulVecLin
  have h2 := LinearMap.finrank_range_add_finrank_ker A.mulVecLin
  unfold Matrix.rank at hrank
  unfold nonbondingCount
  omega
```

The determinant of D is the product of the `d i` and hence nonzero, which gives `hrank`, the equality of the two ranks. Rank-nullity, applied to both matrices in `h1` and `h2`, then leaves a small piece of integer arithmetic for `omega`.

Combining this with the factorisation gives the result on orbital counts.

```lean
/-- On a finite acyclic graph, the number of non-bonding orbitals is the same for every choice
of nonzero bond weights as for the unweighted adjacency matrix. -/
theorem nonbondingCount_bondMatrix (G : SimpleGraph V) [DecidableRel G.Adj]
    (hG : G.IsAcyclic) (w : Sym2 V → K) (hw : ∀ i j, G.Adj i j → w s(i, j) ≠ 0) :
    nonbondingCount (bondMatrix G w) = nonbondingCount (G.adjMatrix K) := by
  obtain ⟨d, hd, h⟩ := bondMatrix_eq_diagonal_mul G hG w hw
  rw [h, nonbondingCount_rescale _ d hd]
```

Any two choices of nonzero weights give the same count, because both agree with the unweighted one. For tight-binding calculations on finite acyclic systems of non-interacting electrons, with one orbital per atom, equal site energies and couplings between bonded atoms only, this means that bond alternation with nonzero couplings can neither create nor remove levels at exactly zero energy, measured from the site energy. It can bring levels very close to zero, as in a long chain with an even number of atoms and weak bonds at both ends. The other levels can move: two atoms joined by a bond of weight t have energies ±t.

## The ring of four atoms in Lean

The last theorem treats the ring over the real numbers. `SimpleGraph.cycleGraph 4` has atoms 0 to 3, and the weight function singles out the bond `s(0, 1)`. The value t = 0 is allowed here, and it amounts to opening the ring into a chain.

```lean
/-- In a ring of four atoms with one bond of weight `t ≠ 1` and three of weight 1 there is no
non-bonding orbital, while the unweighted ring has at least one. -/
theorem four_ring_depends_on_weights (t : ℝ) (ht : t ≠ 1) :
    nonbondingCount (bondMatrix (SimpleGraph.cycleGraph 4)
      (fun e => if e = s(0, 1) then t else 1)) = 0 ∧
    0 < nonbondingCount ((SimpleGraph.cycleGraph 4).adjMatrix ℝ) := by
  have hadj : ∀ i j : Fin 4, (SimpleGraph.cycleGraph 4).Adj i j ↔ (j = i + 1 ∨ i = j + 1) := by
    decide
  constructor
  · have hW : bondMatrix (SimpleGraph.cycleGraph 4) (fun e => if e = s(0, 1) then t else 1)
        = !![0, t, 0, 1; t, 0, 1, 0; 0, 1, 0, 1; 1, 0, 1, 0] := by
      ext i j
      fin_cases i <;> fin_cases j <;> simp [bondMatrix, hadj]
    rw [hW, nonbondingCount, LinearMap.ker_eq_bot'.mpr, finrank_bot]
    intro ψ hψ
    have h0 := congrFun hψ 0
    have h1 := congrFun hψ 1
    have h2 := congrFun hψ 2
    have h3 := congrFun hψ 3
    simp [Matrix.mulVec, dotProduct, Fin.sum_univ_four] at h0 h1 h2 h3
    have ht' := sub_ne_zero.mpr ht
    have e1 : ψ 1 = 0 :=
      (mul_eq_zero.mp (by linear_combination h0 - h2 : (t - 1) * ψ 1 = 0)).resolve_left ht'
    have e0 : ψ 0 = 0 :=
      (mul_eq_zero.mp (by linear_combination h1 - h3 : (t - 1) * ψ 0 = 0)).resolve_left ht'
    have e2 : ψ 2 = 0 := by linarith
    have e3 : ψ 3 = 0 := by linarith
    funext i
    fin_cases i
    exacts [e0, e1, e2, e3]
  · have hA : (SimpleGraph.cycleGraph 4).adjMatrix ℝ
        = !![0, 1, 0, 1; 1, 0, 1, 0; 0, 1, 0, 1; 1, 0, 1, 0] := by
      ext i j
      fin_cases i <;> fin_cases j <;> simp [SimpleGraph.adjMatrix_apply, hadj]
    rw [hA, nonbondingCount, Module.finrank_pos_iff_exists_ne_zero]
    -- opposite amplitudes on two opposite atoms
    refine ⟨⟨![1, 0, -1, 0], ?_⟩, fun h => ?_⟩
    · rw [LinearMap.mem_ker, Matrix.mulVecLin_apply]
      ext i
      fin_cases i <;> simp [Matrix.mulVec, dotProduct, Fin.sum_univ_four]
    · have h0 := congrFun (congrArg Subtype.val h) 0
      simp at h0

end NonbondingForest
```

The first half writes the matrix out as `hW` and reads off the four equations `h0` to `h3`. The combinations `h0 - h2` and `h1 - h3` are the two subtractions made above; they give `e1` and `e0`, and the other two amplitudes follow. The second half exhibits the unnormalised vector `![1, 0, -1, 0]` in the kernel of the unweighted matrix. It shows that there is at least one non-bonding orbital, without computing their exact number.

```lean
#print axioms NonbondingForest.nonbonding_rescale
#print axioms NonbondingForest.nonbondingCount_bondMatrix
#print axioms NonbondingForest.four_ring_depends_on_weights
```

```
'NonbondingForest.nonbonding_rescale' depends on axioms: [propext, Classical.choice, Quot.sound]
'NonbondingForest.nonbondingCount_bondMatrix' depends on axioms: [propext, Classical.choice, Quot.sound]
'NonbondingForest.four_ring_depends_on_weights' depends on axioms: [propext, Classical.choice, Quot.sound]
```
